# Averaging a nonsymmetric real g tensor with its transpose lowers Tr(gᵀg) by the sum of the squared entries of its antisymmetric part

Take the xy block of a g tensor that does not mix z with x and y,

$$g=\begin{pmatrix}c+s & a\\ -a & c-s\end{pmatrix},\qquad g^Tg=\begin{pmatrix}(c+s)^2+a^2 & 2sa\\ 2sa & (c-s)^2+a^2\end{pmatrix}.$$

My program prints a slightly nonsymmetric $g$ like this, and I usually average it with its transpose before going on. I was told that the error is of second order. But averaging removes the off-diagonal element $2sa$, which is linear in $a$. So is the error second order or not, and does it have a definite sign?

## Second order in the anisotropy and the antisymmetric part together

The error in $g^Tg$ is second order if $s$ and $a$ are both counted as small. At fixed $s\neq0$ it is first order in $a$, through the off-diagonal element. The principal g values are less sensitive. For this block they are the square roots of the eigenvalues of $g^Tg$, namely $|\sqrt{c^2+a^2}\pm s|$, so for $c\neq0$ symmetrizing changes them only at second order in $a$. The trace of $g^Tg$ does have a definite sign of change: here symmetrizing lowers it by $2a^2$.

For the general case write $g=M+A$ with $M=c\,1+S$, where $c$ is a real number, $S$ is real symmetric and $A$ is real antisymmetric. The letter $S$ is not the spin; call the effective spin $\mathbf J$. With the Zeeman term $\mu_B\,\mathbf J^T g\,\mathbf B$, where $\mu_B$ is the Bohr magneton and $\mathbf B$ the field, the splitting of an isolated doublet depends on $g$ only through $G=g^Tg$.

Since $g^T=M-A$, the average $(g+g^T)/2$ is $M$, and the error is

$$G-M^2=(M-A)(M+A)-M^2=MA-AM-A^2=SA-AS-A^2.$$

The last step holds because $c\,1$ commutes with $A$. The large isotropic part therefore drops out.

The commutator has zero trace, and $A_{ji}=-A_{ij}$, so

$$\operatorname{Tr}(G-M^2)=-\sum_{ij}A_{ij}A_{ji}=\sum_{ij}A_{ij}^2.$$

This is positive unless $A=0$. Hence $G$ itself is unchanged only when $A=0$.

If $|S_{ij}|\le\sigma$ and $|A_{ij}|\le\alpha$, each entry of the error is a sum over $n$ values of $k$ of $S_{ik}A_{kj}-A_{ik}S_{kj}-A_{ik}A_{kj}$. Its size is at most $n(2\sigma\alpha+\alpha^2)$, with $n=3$ in EPR.

Antisymmetry of $A$ matters. For the $1\times1$ case $S=0$, $A=(a)$ with $a\ne0$, averaging changes nothing, yet the trace formula would give $a^2$. A truly antisymmetric $1\times1$ matrix is zero, so the effect first appears in two dimensions.

## What the Lean statements say

`gTensor c S A` is $c\,1+S+A$, `squared` is $g^Tg$, and `symmetrize` is the average with the transpose. `symError` is the true $G$ minus the symmetrized one. The index type `n` is any finite set, whose size is the number $n$ in the bound above, and `hS` and `hA` state the two symmetries. $S$ need not be traceless, so part of the isotropic value may be moved between $c$ and $S$; this can alter $\sigma$ but not the error.

The theorems concern a given real matrix. That the spectrum depends on $g$ through $G$ alone is physical input, and it applies to a pure Zeeman doublet. For a computed g tensor used in that setting, the bound estimates what symmetrizing does to $G$, not the error of the electronic-structure method.

```lean
import Mathlib

open Matrix

namespace GTensorSymmetrization

variable {n : Type*} [Fintype n] [DecidableEq n]

/-- The g tensor built from a real number `c` and two real matrices `S` and `A`, which the theorems
below take to be symmetric and antisymmetric: `g = c 1 + S + A`. -/
def gTensor (c : ℝ) (S A : Matrix n n ℝ) : Matrix n n ℝ := c • 1 + S + A

/-- The squared tensor `G = gᵀ g`. -/
def squared (g : Matrix n n ℝ) : Matrix n n ℝ := gᵀ * g

/-- The symmetrized tensor `(g + gᵀ) / 2`. -/
noncomputable def symmetrize (g : Matrix n n ℝ) : Matrix n n ℝ := (1 / 2 : ℝ) • (g + gᵀ)

/-- The error in `G = gᵀ g` made by symmetrizing `g` first: the true `G` minus the `G` of the
symmetrized tensor. -/
noncomputable def symError (g : Matrix n n ℝ) : Matrix n n ℝ :=
  squared g - squared (symmetrize g)

omit [Fintype n] in
/-- For symmetric `S` and antisymmetric `A`, symmetrizing `g = c 1 + S + A` removes `A` and
leaves `c 1 + S`. -/
theorem symmetrize_gTensor (c : ℝ) {S A : Matrix n n ℝ} (hS : Sᵀ = S) (hA : Aᵀ = -A) :
    symmetrize (gTensor c S A) = c • 1 + S := by
  unfold symmetrize gTensor
  rw [transpose_add, transpose_add, transpose_smul, transpose_one, hS, hA]
  module

/-- For symmetric `S` and antisymmetric `A`, the true `gᵀ g` of `g = c 1 + S + A` minus the one
computed from the symmetrized tensor is exactly `S A - A S - A²`. -/
theorem symError_eq (c : ℝ) {S A : Matrix n n ℝ} (hS : Sᵀ = S) (hA : Aᵀ = -A) :
    symError (gTensor c S A) = S * A - A * S - A * A := by
  have h1 : (gTensor c S A)ᵀ = c • 1 + S - A := by
    unfold gTensor
    rw [transpose_add, transpose_add, transpose_smul, transpose_one, hS, hA]
    module
  have h2 : (c • (1 : Matrix n n ℝ) + S)ᵀ = c • 1 + S := by
    rw [transpose_add, transpose_smul, transpose_one, hS]
  unfold symError
  rw [symmetrize_gTensor c hS hA]
  unfold squared
  rw [h1, h2]
  unfold gTensor
  -- the isotropic part commutes with everything, so all terms in `c` cancel
  simp only [add_mul, mul_add, sub_mul, Matrix.smul_mul, Matrix.mul_smul, one_mul, mul_one]
  module

/-- For symmetric `S` and antisymmetric `A`, the trace of the symmetrization error is the sum of
the squared entries of `A`. -/
theorem trace_symError (c : ℝ) {S A : Matrix n n ℝ} (hS : Sᵀ = S) (hA : Aᵀ = -A) :
    trace (symError (gTensor c S A)) = ∑ i, ∑ j, A i j ^ 2 := by
  have h : ∀ i j, A j i = -A i j := fun i j => by
    have := congrFun (congrFun hA i) j
    simpa using this
  -- the commutator of `S` and `A` is traceless
  rw [symError_eq c hS hA, trace_sub, trace_sub, trace_mul_comm S A, sub_self, zero_sub]
  simp only [Matrix.trace, Matrix.diag_apply, Matrix.mul_apply, ← Finset.sum_neg_distrib]
  refine Finset.sum_congr rfl fun i _ => Finset.sum_congr rfl fun j _ => ?_
  rw [h i j]
  ring

/-- For symmetric `S` and antisymmetric `A`, symmetrizing `g = c 1 + S + A` strictly lowers
`Tr(gᵀ g)` exactly when `A` is nonzero. -/
theorem trace_lowered_iff (c : ℝ) {S A : Matrix n n ℝ} (hS : Sᵀ = S) (hA : Aᵀ = -A) :
    trace (squared (symmetrize (gTensor c S A))) < trace (squared (gTensor c S A)) ↔ A ≠ 0 := by
  have key : trace (squared (gTensor c S A)) =
      trace (squared (symmetrize (gTensor c S A))) + ∑ i, ∑ j, A i j ^ 2 := by
    have h := trace_symError c hS hA
    unfold symError at h
    rw [trace_sub] at h
    linarith
  rw [key, lt_add_iff_pos_right]
  constructor
  · intro h h0
    simp [h0] at h
  · intro hne
    by_contra hle
    -- a vanishing sum of squares forces every entry of `A` to vanish
    have h0 : ∑ i, ∑ j, A i j ^ 2 = 0 := le_antisymm (not_lt.mp hle)
      (Finset.sum_nonneg fun i _ => Finset.sum_nonneg fun j _ => sq_nonneg (A i j))
    apply hne
    ext i j
    have hi := (Finset.sum_eq_zero_iff_of_nonneg
      (fun i _ => Finset.sum_nonneg fun j _ => sq_nonneg (A i j))).mp h0 i (Finset.mem_univ i)
    have hj := (Finset.sum_eq_zero_iff_of_nonneg
      (fun j _ => sq_nonneg (A i j))).mp hi j (Finset.mem_univ j)
    simpa using hj

/-- For symmetric `S` and antisymmetric `A`, symmetrizing `g = c 1 + S + A` leaves `gᵀ g`
unchanged only if `A` is zero, and then it does. -/
theorem symError_eq_zero_iff (c : ℝ) {S A : Matrix n n ℝ} (hS : Sᵀ = S) (hA : Aᵀ = -A) :
    symError (gTensor c S A) = 0 ↔ A = 0 := by
  constructor
  · intro h0
    by_contra hne
    have hlt := (trace_lowered_iff c hS hA).mpr hne
    have ht : trace (symError (gTensor c S A)) = 0 := by rw [h0, trace_zero]
    unfold symError at ht
    rw [trace_sub] at ht
    linarith
  · intro h0
    rw [symError_eq c hS hA, h0]
    simp

/-- Let `S` be symmetric with entries at most `σ` in size and `A` antisymmetric with entries at
most `α`. Then each entry of the symmetrization error is at most `n (2 σ α + α²)` in size, with
`n` the dimension, whatever the isotropic part `c`. -/
theorem abs_symError_le (c : ℝ) {S A : Matrix n n ℝ} (hS : Sᵀ = S) (hA : Aᵀ = -A)
    {σ α : ℝ} (hs : ∀ i j, |S i j| ≤ σ) (ha : ∀ i j, |A i j| ≤ α) (i j : n) :
    |symError (gTensor c S A) i j| ≤ (Fintype.card n : ℝ) * (2 * σ * α + α ^ 2) := by
  have e : (S * A - A * S - A * A) i j =
      ∑ k, (S i k * A k j - A i k * S k j - A i k * A k j) := by
    simp only [Matrix.sub_apply, Matrix.mul_apply, Finset.sum_sub_distrib]
  have bound : ∀ {x y p q : ℝ}, |x| ≤ p → |y| ≤ q → |x * y| ≤ p * q := by
    intro x y p q hx hy
    rw [abs_mul]
    exact mul_le_mul hx hy (abs_nonneg _) ((abs_nonneg _).trans hx)
  rw [symError_eq c hS hA, e]
  calc |∑ k, (S i k * A k j - A i k * S k j - A i k * A k j)|
      ≤ ∑ k, |S i k * A k j - A i k * S k j - A i k * A k j| :=
        Finset.abs_sum_le_sum_abs _ _
    _ ≤ ∑ _k : n, (2 * σ * α + α ^ 2) := by
        refine Finset.sum_le_sum fun k _ => ?_
        have h1 := abs_le.mp (bound (hs i k) (ha k j))
        have h2 := abs_le.mp (bound (ha i k) (hs k j))
        have h3 := abs_le.mp (bound (ha i k) (ha k j))
        rw [abs_le]
        constructor <;> nlinarith [h1.1, h1.2, h2.1, h2.2, h3.1, h3.2]
    _ = (Fintype.card n : ℝ) * (2 * σ * α + α ^ 2) := by
        rw [Finset.sum_const, nsmul_eq_mul, Finset.card_univ]

/-- A rhombic symmetric part, `diag(s, -s, 0)`. -/
def rhombic (s : ℝ) : Matrix (Fin 3) (Fin 3) ℝ := !![s, 0, 0; 0, -s, 0; 0, 0, 0]

/-- An antisymmetric part of size `a` in the xy plane. -/
def antiXY (a : ℝ) : Matrix (Fin 3) (Fin 3) ℝ := !![0, a, 0; -a, 0, 0; 0, 0, 0]

/-- The rhombic part is symmetric, the xy part is antisymmetric, and together they give a
symmetrization error with `a²` on the x and y diagonal and the mixed term `2 s a` off it. -/
theorem symError_witness (c s a : ℝ) :
    (rhombic s)ᵀ = rhombic s ∧ (antiXY a)ᵀ = -antiXY a ∧
      symError (gTensor c (rhombic s) (antiXY a)) =
        !![a ^ 2, 2 * s * a, 0; 2 * s * a, a ^ 2, 0; 0, 0, 0] := by
  have hS : (rhombic s)ᵀ = rhombic s := by
    ext i j
    fin_cases i <;> fin_cases j <;> simp [rhombic]
  have hA : (antiXY a)ᵀ = -antiXY a := by
    ext i j
    fin_cases i <;> fin_cases j <;> simp [antiXY]
  refine ⟨hS, hA, ?_⟩
  rw [symError_eq c hS hA]
  ext i j
  fin_cases i <;> fin_cases j <;>
    simp [rhombic, antiXY] <;> ring

end GTensorSymmetrization
```

```lean
#print axioms GTensorSymmetrization.trace_lowered_iff
-- 'GTensorSymmetrization.trace_lowered_iff' depends on axioms: [propext, Classical.choice, Quot.sound]
#print axioms GTensorSymmetrization.symError_eq_zero_iff
-- 'GTensorSymmetrization.symError_eq_zero_iff' depends on axioms: [propext, Classical.choice, Quot.sound]
#print axioms GTensorSymmetrization.abs_symError_le
-- 'GTensorSymmetrization.abs_symError_le' depends on axioms: [propext, Classical.choice, Quot.sound]
```

## From the matrix algebra to the checked proof

`symmetrize_gTensor` shows that averaging returns $c\,1+S$. `symError_eq` rewrites $g^T$ as $c\,1+S-A$, multiplies out without changing the order of factors, and lets `module` cancel the terms in $c$.

`trace_symError` removes the commutator with `trace_mul_comm`, then uses antisymmetry entry by entry. In `trace_lowered_iff`, the equation `key` writes the true trace as the symmetrized trace plus the sum of squares; if that sum is not positive, every entry of $A$ vanishes. `symError_eq_zero_iff` follows, because a zero error has zero trace.

`abs_symError_le` applies the triangle inequality to the sum over $k$ and bounds the three products separately. `symError_witness` computes your example in three dimensions, with $S=\mathrm{diag}(s,-s,0)$, entry by entry. It finds $a^2$ on the x and y diagonal and your mixed term $2sa$ beside it.
